# With Zeeman shifts $\pm h$, the mean-field gap equation of a degenerate shell at the chemical potential has at most one positive solution for every attractive coupling exactly when $\cosh(h/T)\le 2$

A gap solver that stops at the first positive root can return different gaps for the same physical input, depending on the starting value or the bracket. In a Zeeman field this can happen even for a single degenerate shell. At $h=2T$ and coupling $g=2T/0.23$, the mean-field gap equation below has one root between $T$ and $2T$ and another between $2T$ and $4T$. Both satisfy the equation exactly, so a small residual doesn't reveal the problem.

## The threshold $\cosh(h/T)=2$

Let $T>0$ be the temperature in energy units ($k_B=1$), $h$ the Zeeman energy (half the spin splitting), $\Delta$ the gap and $g>0$ the attractive coupling, with the pair degeneracy of the shell included in $g$. The shell lies at the chemical potential, so its quasiparticles have energies $\Delta\pm h$. With the Fermi function $n(E)=1/(e^{E/T}+1)$, the gap equation is

$$\Delta=\frac g2\bigl[1-n(\Delta+h)-n(\Delta-h)\bigr].$$

For $\Delta>0$, put $x=\Delta/T$ and $c=\cosh(h/T)$. The equation becomes

$$K_c(x)=\frac{2T}{g},\qquad K_c(x)=\frac{\sinh x}{x(\cosh x+c)}.$$

For every real $c>-1$, the kernel $K_c$ is strictly decreasing on $x>0$ if and only if $c\le 2$. Consequently, at fixed $T$ and $h$, there is at most one positive gap for every $g>0$ if and only if $\cosh(h/T)\le 2$, that is, $|h|\le T\ln(2+\sqrt3)\approx 1.317\,T$.

## Root finding on either side of the threshold

A code that treats the first positive root it finds as the only one assumes that the positive gap is unique. For this single-shell mean-field model, the assumption is justified at every coupling if $\cosh(h/T)\le2$. If $\cosh(h/T)>2$, some couplings have several positive roots. One way to find the equilibrium state is then to search for all of them and compare their free energies, together with that of the normal state $\Delta=0$. The model also gives a simple test case for a multi-root search, since the example at $h=2T$ has known brackets.

## From Fermi functions to the slope of the kernel

Write $y=h/T$. Since $1-2n(E)=\tanh(E/2T)$,

$$1-n(\Delta+h)-n(\Delta-h)=\tfrac12\Bigl[\tanh\tfrac{x+y}2+\tanh\tfrac{x-y}2\Bigr]=\frac{\sinh x}{\cosh x+\cosh y}.$$

The last step uses $\tanh A+\tanh B=\sinh(A+B)/(\cosh A\cosh B)$ and $2\cosh A\cosh B=\cosh(A+B)+\cosh(A-B)$. Inserting this into the gap equation with $\Delta=Tx$ and dividing by $gx/2$ gives $K_c(x)=2T/g$.

The quotient rule and $\cosh^2x-\sinh^2x=1$ give

$$K_c'(x)=-\frac{N(x)}{[x(\cosh x+c)]^2},\qquad N(x)=\sinh x(\cosh x+c)-x(1+c\cosh x).$$

Here $N(0)=0$, and differentiating once more,

$$N'(x)=\cosh^2x+\sinh^2x-1-cx\sinh x=\sinh x\,(2\sinh x-cx).$$

**If $-1<c\le2$**, then $2\sinh x>2x\ge cx$ for $x>0$. Thus $N'>0$, hence $N>0$, and $K_c$ is strictly decreasing.

**If $c>2$**, continuity of $\cosh$ at zero gives an $\varepsilon>0$ with $\cosh t<c/2$ for $|t|<\varepsilon$. Set $\delta=\varepsilon/2$. For $0<x<\delta$, the mean value theorem gives $\sinh x=x\cosh t$ with some $0<t<x$, so $2\sinh x<cx$. Now $N$ falls from zero, and $K_c$ is strictly increasing on $(0,\delta]$.

The kernel must come down again. Let $a=\delta/2$ and $\kappa=K_c(a)>0$, so that $K_c(\delta)>\kappa$. Because $\sinh x<\cosh x+c$, we have $K_c(x)<1/x$. At $X=\delta+1/\kappa$ this gives $K_c(X)<1/X<\kappa$. The intermediate value theorem supplies a $b$ in $[\delta,X]$ with $K_c(b)=\kappa$, and $b>a$. For $c=\cosh(h/T)$ and $g=2T/\kappa$, both $Ta$ and $Tb$ solve the gap equation.

Conversely, if $\cosh(h/T)\le2$, two positive solutions at the same $g$ would give equal values of a strictly decreasing kernel, so they must coincide.

## The Lean file

```lean
import Mathlib

open Set

namespace ZeemanGapEquation

noncomputable section

/-- The Fermi occupation of a level of energy `E` at temperature `T`. -/
def fermi (T E : ℝ) : ℝ := 1 / (Real.exp (E / T) + 1)

/-- The gap equation of a degenerate shell at the chemical potential in a Zeeman field `h`,
with quasiparticle energies `Δ + h` and `Δ - h`; `g` includes the pair degeneracy. -/
def GapEquation (g T h Δ : ℝ) : Prop :=
  Δ = g / 2 * (1 - fermi T (Δ + h) - fermi T (Δ - h))

/-- The dimensionless pairing kernel as a function of `x = Δ / T`. -/
def pairKernel (c x : ℝ) : ℝ := Real.sinh x / (x * (Real.cosh x + c))

/-- The numerator of minus the slope of the pairing kernel. -/
def slopeNumerator (c x : ℝ) : ℝ :=
  Real.sinh x * (Real.cosh x + c) - x * (1 + c * Real.cosh x)

/-- The slope numerator has derivative `sinh x (2 sinh x - c x)`. -/
theorem hasDerivAt_slopeNumerator (c x : ℝ) :
    HasDerivAt (slopeNumerator c) (Real.sinh x * (2 * Real.sinh x - c * x)) x := by
  have h : HasDerivAt (slopeNumerator c)
      (Real.cosh x * (Real.cosh x + c) + Real.sinh x * Real.sinh x
        - (1 * (1 + c * Real.cosh x) + x * (c * Real.sinh x))) x :=
    ((Real.hasDerivAt_sinh x).fun_mul ((Real.hasDerivAt_cosh x).add_const c)).fun_sub
      ((hasDerivAt_id' x).fun_mul (((Real.hasDerivAt_cosh x).const_mul c).const_add 1))
  refine h.congr_deriv ?_
  linear_combination Real.cosh_sq x

/-- The slope of the pairing kernel at positive argument. -/
theorem hasDerivAt_pairKernel {c x : ℝ} (hc : -1 < c) (hx : 0 < x) :
    HasDerivAt (pairKernel c)
      (-slopeNumerator c x / (x * (Real.cosh x + c)) ^ 2) x := by
  have hD : 0 < Real.cosh x + c := by linarith [Real.one_le_cosh x]
  have h : HasDerivAt (pairKernel c)
      ((Real.cosh x * (x * (Real.cosh x + c))
        - Real.sinh x * (1 * (Real.cosh x + c) + x * Real.sinh x))
        / (x * (Real.cosh x + c)) ^ 2) x :=
    (Real.hasDerivAt_sinh x).fun_div
      ((hasDerivAt_id' x).fun_mul ((Real.hasDerivAt_cosh x).add_const c))
      (mul_pos hx hD).ne'
  refine h.congr_deriv ?_
  congr 1
  unfold slopeNumerator
  linear_combination x * Real.cosh_sq x

/-- For `-1 < c ≤ 2` the pairing kernel is strictly decreasing on the positive axis. -/
theorem pairKernel_strictAntiOn {c : ℝ} (hc : -1 < c) (hc2 : c ≤ 2) :
    StrictAntiOn (pairKernel c) (Ioi 0) := by
  -- the slope numerator grows from zero, because `sinh x > x`
  have hN : StrictMonoOn (slopeNumerator c) (Ici 0) := by
    refine strictMonoOn_of_deriv_pos (convex_Ici 0)
      (fun x _ => (hasDerivAt_slopeNumerator c x).continuousAt.continuousWithinAt) ?_
    intro x hx
    rw [interior_Ici] at hx
    have hx0 : 0 < x := hx
    have hs : x < Real.sinh x := Real.self_lt_sinh_iff.2 hx0
    rw [(hasDerivAt_slopeNumerator c x).deriv]
    exact mul_pos (by linarith) (by nlinarith)
  refine strictAntiOn_of_deriv_neg (convex_Ioi 0)
    (fun x hx => (hasDerivAt_pairKernel hc hx).continuousAt.continuousWithinAt) ?_
  intro x hx
  rw [interior_Ioi] at hx
  have hx0 : 0 < x := hx
  have hD : 0 < Real.cosh x + c := by linarith [Real.one_le_cosh x]
  have h0 : slopeNumerator c 0 < slopeNumerator c x :=
    hN (mem_Ici.2 le_rfl) (mem_Ici.2 hx0.le) hx0
  have hz : slopeNumerator c 0 = 0 := by simp [slopeNumerator]
  rw [(hasDerivAt_pairKernel hc hx0).deriv]
  exact div_neg_of_neg_of_pos (by linarith) (pow_pos (mul_pos hx0 hD) 2)

/-- For `c > 2` the pairing kernel is strictly increasing on some interval next to zero. -/
theorem pairKernel_increasing_near_zero {c : ℝ} (hc : 2 < c) :
    ∃ δ > 0, StrictMonoOn (pairKernel c) (Ioc 0 δ) := by
  have hev : ∀ᶠ t in nhds (0 : ℝ), Real.cosh t < c / 2 :=
    Real.continuous_cosh.continuousAt.eventually_lt continuousAt_const
      (by rw [Real.cosh_zero]; linarith)
  obtain ⟨ε, hε, hcosh⟩ := Metric.eventually_nhds_iff.1 hev
  -- the slope numerator falls from zero, because `2 sinh x < c x` there
  have hN : StrictAntiOn (slopeNumerator c) (Icc 0 (ε / 2)) := by
    refine strictAntiOn_of_deriv_neg (convex_Icc _ _)
      (fun x _ => (hasDerivAt_slopeNumerator c x).continuousAt.continuousWithinAt) ?_
    intro x hx
    rw [interior_Icc] at hx
    obtain ⟨t, ht, he⟩ := exists_hasDerivAt_eq_slope Real.sinh Real.cosh hx.1
      Real.continuous_sinh.continuousOn (fun y _ => Real.hasDerivAt_sinh y)
    rw [Real.sinh_zero, sub_zero, sub_zero, eq_div_iff hx.1.ne'] at he
    have hct : Real.cosh t < c / 2 := by
      apply hcosh
      rw [Real.dist_eq, sub_zero, abs_of_pos ht.1]
      linarith [ht.2, hx.2]
    have hm := mul_lt_mul_of_pos_right hct hx.1
    rw [(hasDerivAt_slopeNumerator c x).deriv]
    exact mul_neg_of_pos_of_neg (Real.sinh_pos_iff.2 hx.1) (by linarith)
  refine ⟨ε / 2, by linarith, ?_⟩
  have hc1 : -1 < c := by linarith
  refine strictMonoOn_of_deriv_pos (convex_Ioc _ _)
    (fun x hx => (hasDerivAt_pairKernel hc1 hx.1).continuousAt.continuousWithinAt) ?_
  intro x hx
  rw [interior_Ioc] at hx
  have hD : 0 < Real.cosh x + c := by linarith [Real.one_le_cosh x]
  have h0 : slopeNumerator c x < slopeNumerator c 0 :=
    hN ⟨le_rfl, by linarith⟩ ⟨hx.1.le, hx.2.le⟩ hx.1
  have hz : slopeNumerator c 0 = 0 := by simp [slopeNumerator]
  rw [(hasDerivAt_pairKernel hc1 hx.1).deriv]
  exact div_pos (by linarith) (pow_pos (mul_pos hx.1 hD) 2)

/-- For `c > 2` the pairing kernel takes some positive value at two distinct positive points. -/
theorem pairKernel_two_points {c : ℝ} (hc : 2 < c) :
    ∃ a b, 0 < a ∧ a < b ∧ 0 < pairKernel c a ∧ pairKernel c a = pairKernel c b := by
  obtain ⟨δ, hδ, hmono⟩ := pairKernel_increasing_near_zero hc
  have hlt : pairKernel c (δ / 2) < pairKernel c δ :=
    hmono ⟨by linarith, by linarith⟩ ⟨hδ, le_rfl⟩ (by linarith)
  have hK : 0 < pairKernel c (δ / 2) :=
    div_pos (Real.sinh_pos_iff.2 (by linarith))
      (mul_pos (by linarith) (by linarith [Real.cosh_pos (δ / 2)]))
  obtain ⟨K, hKdef⟩ : ∃ K, K = pairKernel c (δ / 2) := ⟨_, rfl⟩
  rw [← hKdef] at hlt hK
  -- far out the kernel lies below `1 / x`, hence below `K`
  obtain ⟨X, hX⟩ : ∃ X, X = δ + 1 / K := ⟨_, rfl⟩
  have hδX : δ < X := by
    have : 0 < 1 / K := one_div_pos.2 hK
    linarith
  have hKX : 1 < K * X := by
    have h1 : K * (1 / K) = 1 := mul_one_div_cancel hK.ne'
    rw [hX, mul_add, h1]
    linarith [mul_pos hK hδ]
  have hD : 0 < Real.cosh X + c := by linarith [Real.cosh_pos X]
  have hfar : pairKernel c X < K := by
    unfold pairKernel
    rw [div_lt_iff₀ (mul_pos (hδ.trans hδX) hD)]
    nlinarith [mul_pos (sub_pos.2 hKX) hD, Real.sinh_lt_cosh X]
  have hcont : ContinuousOn (pairKernel c) (Icc δ X) := fun x hx =>
    (hasDerivAt_pairKernel (by linarith)
      (lt_of_lt_of_le hδ hx.1)).continuousAt.continuousWithinAt
  obtain ⟨b, hb, hbK⟩ := intermediate_value_Icc' hδX.le hcont ⟨hfar.le, hlt.le⟩
  exact ⟨δ / 2, b, by linarith, by linarith [hb.1], hKdef ▸ hK, by rw [hbK, hKdef]⟩

/-- For `c > -1` the pairing kernel is strictly decreasing on the positive axis
exactly when `c ≤ 2`. -/
theorem pairKernel_strictAntiOn_iff {c : ℝ} (hc : -1 < c) :
    StrictAntiOn (pairKernel c) (Ioi 0) ↔ c ≤ 2 := by
  refine ⟨fun h => ?_, pairKernel_strictAntiOn hc⟩
  by_contra hn
  obtain ⟨a, b, ha, hab, _, he⟩ := pairKernel_two_points (not_le.1 hn)
  exact (h (mem_Ioi.2 ha) (mem_Ioi.2 (ha.trans hab)) hab).ne he.symm

/-- For positive gap, temperature and coupling, the gap equation says that the pairing kernel
with `c = cosh (h / T)` equals `2 T / g` at `x = Δ / T`. -/
theorem gapEquation_iff {g T h Δ : ℝ} (hg : 0 < g) (hT : 0 < T) (hΔ : 0 < Δ) :
    GapEquation g T h Δ ↔ pairKernel (Real.cosh (h / T)) (Δ / T) = 2 * T / g := by
  -- the two Fermi functions combine into hyperbolic functions
  have key : 1 - fermi T (Δ + h) - fermi T (Δ - h)
      = Real.sinh (Δ / T) / (Real.cosh (Δ / T) + Real.cosh (h / T)) := by
    unfold fermi
    rw [add_div, sub_div, Real.exp_add, Real.exp_sub, Real.sinh_eq, Real.cosh_eq,
      Real.cosh_eq, Real.exp_neg, Real.exp_neg]
    have ha := Real.exp_pos (Δ / T)
    have hb := Real.exp_pos (h / T)
    generalize Real.exp (Δ / T) = a at ha ⊢
    generalize Real.exp (h / T) = b at hb ⊢
    have e1 : (a + a⁻¹) / 2 + (b + b⁻¹) / 2 = (a + b) * (a * b + 1) / (2 * a * b) := by
      field_simp
      ring
    have e2 : a / b + 1 = (a + b) / b := by field_simp
    have h1 : a + b ≠ 0 := by positivity
    have h2 : a * b + 1 ≠ 0 := by positivity
    rw [e1, e2]
    field_simp
    ring
  have hD : 0 < Real.cosh (Δ / T) + Real.cosh (h / T) :=
    add_pos (Real.cosh_pos _) (Real.cosh_pos _)
  unfold GapEquation pairKernel
  rw [key]
  generalize Real.cosh (Δ / T) + Real.cosh (h / T) = D at hD ⊢
  generalize Real.sinh (Δ / T) = S
  have e3 : g / 2 * (S / D) = g * S / (2 * D) := by ring
  have hD2 : 2 * D ≠ 0 := by positivity
  have hx : Δ / T * D ≠ 0 := by positivity
  have hTΔ : T * (Δ / T) = Δ := mul_div_cancel₀ Δ hT.ne'
  rw [e3, eq_div_iff hD2, div_eq_div_iff hx hg.ne']
  constructor
  · intro e
    linear_combination -e - 2 * D * hTΔ
  · intro e
    linear_combination -e - 2 * D * hTΔ

/-- At temperature `T > 0` and Zeeman energy `h`, the gap equation has at most one positive
solution for every attractive coupling exactly when `cosh (h / T) ≤ 2`. -/
theorem unique_positive_gap_iff {T h : ℝ} (hT : 0 < T) :
    (∀ g > 0, ∀ Δ₁ > 0, ∀ Δ₂ > 0,
      GapEquation g T h Δ₁ → GapEquation g T h Δ₂ → Δ₁ = Δ₂) ↔ Real.cosh (h / T) ≤ 2 := by
  constructor
  · intro H
    by_contra hn
    obtain ⟨a, b, ha, hab, hK, he⟩ := pairKernel_two_points (not_le.1 hn)
    -- choose the coupling for which both points solve the gap equation
    have hg : 0 < 2 * T / pairKernel (Real.cosh (h / T)) a := by positivity
    have hb : 0 < b := ha.trans hab
    have hq : 2 * T / (2 * T / pairKernel (Real.cosh (h / T)) a)
        = pairKernel (Real.cosh (h / T)) a := div_div_cancel₀ (by positivity)
    have h1 := (gapEquation_iff (h := h) hg hT (mul_pos hT ha)).2
      (by rw [mul_div_cancel_left₀ a hT.ne', hq])
    have h2 := (gapEquation_iff (h := h) hg hT (mul_pos hT hb)).2
      (by rw [mul_div_cancel_left₀ b hT.ne', hq, he])
    have h3 := H _ hg _ (mul_pos hT ha) _ (mul_pos hT hb) h1 h2
    exact hab.ne (mul_left_cancel₀ hT.ne' h3)
  · intro hc g hg Δ₁ h₁ Δ₂ h₂ e₁ e₂
    have hanti := pairKernel_strictAntiOn (by linarith [Real.cosh_pos (h / T)]) hc
    have hx : Δ₁ / T = Δ₂ / T :=
      hanti.injOn (mem_Ioi.2 (div_pos h₁ hT)) (mem_Ioi.2 (div_pos h₂ hT))
        (((gapEquation_iff hg hT h₁).1 e₁).trans ((gapEquation_iff hg hT h₂).1 e₂).symm)
    exact (div_left_inj' hT.ne').1 hx

end

end ZeemanGapEquation
```

```lean
#print axioms ZeemanGapEquation.pairKernel_strictAntiOn_iff
#print axioms ZeemanGapEquation.unique_positive_gap_iff
```

```
'ZeemanGapEquation.pairKernel_strictAntiOn_iff' depends on axioms: [propext, Classical.choice, Quot.sound]
'ZeemanGapEquation.unique_positive_gap_iff' depends on axioms: [propext, Classical.choice, Quot.sound]
```

## Uniqueness at every coupling, for one shell

In the file, all physical quantities are real numbers. `fermi T E` is the occupation $n(E)$, and `GapEquation g T h Δ` is the proposition that the gap equation holds. `pairKernel c x` is $K_c(x)$, and `slopeNumerator c x` is $N(x)$. The set `Ioi 0` is the open half-line $x>0$, and `StrictAntiOn` means strictly decreasing on the stated set.

`pairKernel_strictAntiOn_iff` is the kernel criterion. `unique_positive_gap_iff` reads: given $T>0$ and any real $h$, the statement "for all $g>0$, any two positive solutions $\Delta_1,\Delta_2$ are equal" is equivalent to $\cosh(h/T)\le2$. It allows there to be no positive solution.

The position of "for all $g$" matters. Fixing one coupling before stating the equivalence makes it false: for $c\ge1$ and $x>0$, $K_c(x)\le K_1(x)=\tanh(x/2)/x<\tfrac12$, so a coupling $g\le4T$ admits no positive gap at any field. Uniqueness then holds trivially even when $\cosh(h/T)>2$. Crossing the threshold therefore means that some coupling has several positive gaps, not that the coupling in a given run does.

The kernel criterion also needs a lower bound on $c$, here $c>-1$. For $c=-2$, which satisfies $c\le2$, one finds $K_{-2}(1)\approx-2.57$ and $K_{-2}(2)\approx1.03$, so the kernel isn't decreasing. The denominator changes sign between the two points. In the physical problem $c=\cosh(h/T)\ge1$, and the condition is automatic.

The gap equation is the starting point and isn't derived from a Hamiltonian. It describes mean-field pairing in one shell with no dispersion, a fixed chemical potential and a field that acts only through the shifts $\pm h$. A band with several level energies needs a separate analysis. The theorems don't count the roots above the threshold, select the stable one, or address the convergence and rounding errors of a solver.

## How the lemmas carry the argument

`hasDerivAt_slopeNumerator` and `hasDerivAt_pairKernel` compute $N'$ and $K_c'$. Lean's product and quotient rules give unsimplified derivatives, and `linear_combination` with `Real.cosh_sq` performs the hyperbolic simplification.

`pairKernel_strictAntiOn` treats $c\le2$. It applies the derivative test twice: first to show that $N$ increases from zero, with `Real.self_lt_sinh_iff` supplying $x<\sinh x$, and then to show that $K_c$ decreases.

`pairKernel_increasing_near_zero` treats $c>2$. It obtains $\varepsilon$ from the continuity of $\cosh$, and `exists_hasDerivAt_eq_slope` is the mean value theorem that produces $t$. Two derivative tests with the opposite signs finish the lemma.

`pairKernel_two_points` constructs $a$ and $b$. Its variable `K` is the $\kappa$ of the derivation, `hfar` is the bound $K_c(X)<\kappa$, and `intermediate_value_Icc'` finds $b$ on the way down. `pairKernel_strictAntiOn_iff` then combines the two cases, since two equal values contradict strict decrease.

`gapEquation_iff` connects the Fermi functions to the kernel. Instead of the $\tanh$ identities, it replaces $e^{\Delta/T}$ and $e^{h/T}$ by positive variables `a` and `b`, and checks the resulting rational identity with `field_simp` and `ring`. The remaining steps clear denominators to pass between the gap equation and $K_c(\Delta/T)=2T/g$.

In `unique_positive_gap_iff`, the forward direction assumes $\cosh(h/T)>2$, takes the two points and chooses $g=2T/K_c(a)$, which contradicts the assumed uniqueness. The reverse direction uses `hanti.injOn`: a strictly decreasing function takes each value at most once, so $\Delta_1/T=\Delta_2/T$ and the gaps are equal.
